# For Hermitian $H$ and $A$, the imaginary-time autocorrelation function is convex and smallest at $\beta/2$

**Q:** Suppose a path-integral simulation returns an imaginary-time autocorrelation function with a bump at $\beta/2$. Without a result on its shape, I can't tell whether the bump is physics or an error. Does your formal statement settle that, or only something that looks similar?

**A:** It settles it for exact correlation functions of finite-dimensional systems. For a Hermitian observable these have no such bump, so one in the simulation's output for such a system is an error, for instance from sampling or a bug. The setting is two complex square matrices, the Hamiltonian $H$ and the observable $A$, indexed by a finite type `n`.

```lean
import Mathlib

open Matrix

namespace ImaginaryTimeCorrelation

noncomputable section

variable {n : Type*} [Fintype n] [DecidableEq n] {H A : Matrix n n ℂ}
```

With $\hbar=1$ and $\beta$ the inverse temperature, the function is
$$C(\tau)=\mathrm{Tr}\left(e^{-(\beta-\tau)H}Ae^{-\tau H}A\right).$$

```lean
/-- The unnormalised imaginary-time autocorrelation function
`C(τ) = Tr(exp(-(β-τ)H) A exp(-τH) A)`. -/
def corr (H A : Matrix n n ℂ) (β τ : ℝ) : ℂ :=
  trace (NormedSpace.exp (((-(β - τ) : ℝ) : ℂ) • H) * A *
    NormedSpace.exp (((-τ : ℝ) : ℂ) • H) * A)
```

**Q:** That isn't a thermal average.

**A:** Divide by $Z=\mathrm{Tr}\,e^{-\beta H}$ to get $\langle A(\tau)A(0)\rangle$, where $A(\tau)=e^{\tau H}Ae^{-\tau H}$. For at least one state, $Z$ is positive and independent of $\tau$, so the shape is the same.

**Q:** Is reality built into the definition?

**A:** No, `corr` takes values in $\mathbb{C}$. To prove reality, go to the energy basis: let $U$ have the eigenvectors of $H$ as columns, with energies $E_i$, and set $M=U^\dagger AU$. In the code these are `energyBasis`, `hH.eigenvalues` and `elements`.

```lean
/-- The unitary matrix whose columns are energy eigenvectors of `H`. -/
def energyBasis (hH : H.IsHermitian) : Matrix n n ℂ := hH.eigenvectorUnitary

/-- The matrix of the observable `A` in the energy eigenbasis of `H`. -/
def elements (hH : H.IsHermitian) (A : Matrix n n ℂ) : Matrix n n ℂ :=
  (energyBasis hH)ᴴ * A * energyBasis hH
```

The spectral theorem gives $UU^\dagger=U^\dagger U=1$ and $H=U\,\mathrm{diag}(E_i)\,U^\dagger$.

```lean
/-- The energy eigenvectors are orthonormal and complete, and they diagonalise `H`. -/
theorem energyBasis_spec (hH : H.IsHermitian) :
    (energyBasis hH)ᴴ * energyBasis hH = 1 ∧ energyBasis hH * (energyBasis hH)ᴴ = 1 ∧
    H = energyBasis hH * diagonal (fun i => (hH.eigenvalues i : ℂ)) * (energyBasis hH)ᴴ := by
  refine ⟨Matrix.mem_unitaryGroup_iff'.mp hH.eigenvectorUnitary.2,
    Matrix.mem_unitaryGroup_iff.mp hH.eigenvectorUnitary.2, ?_⟩
  have h := hH.spectral_theorem
  rw [Unitary.conjStarAlgAut_apply] at h
  exact h
```

In every power of $H$ the inner factors $U^\dagger U$ cancel, so $e^{tH}=U\,\mathrm{diag}(e^{tE_i})\,U^\dagger$. `Matrix.exp_conj` and `Matrix.exp_diagonal` do this in Lean.

```lean
/-- In the energy eigenbasis `exp(tH)` is diagonal with entries `exp(t E_i)`. -/
theorem exp_spectral (hH : H.IsHermitian) (t : ℝ) :
    NormedSpace.exp ((t : ℂ) • H) = energyBasis hH *
      diagonal (fun i => ((Real.exp (t * hH.eigenvalues i) : ℝ) : ℂ)) * (energyBasis hH)ᴴ := by
  obtain ⟨h1, h2, h3⟩ := energyBasis_spec hH
  have hinv : (energyBasis hH)⁻¹ = (energyBasis hH)ᴴ := Matrix.inv_eq_right_inv h2
  have hu : IsUnit (energyBasis hH) := ⟨⟨_, _, h2, h1⟩, rfl⟩
  have hd : diagonal (fun i => ((t * hH.eigenvalues i : ℝ) : ℂ)) =
      (t : ℂ) • diagonal (fun i => (hH.eigenvalues i : ℂ)) := by
    ext i j
    by_cases h : i = j
    · subst h; simp
    · simp [h]
  have he : NormedSpace.exp (fun i => ((t * hH.eigenvalues i : ℝ) : ℂ)) =
      fun i => ((Real.exp (t * hH.eigenvalues i) : ℝ) : ℂ) := by
    funext i
    have hp : ∀ f : n → ℂ, NormedSpace.exp f i = NormedSpace.exp (f i) := fun f => by
      exact Pi.coe_exp f i
    rw [hp, ← Complex.exp_eq_exp_ℂ, Complex.ofReal_exp]
  have hs : (t : ℂ) • H = energyBasis hH *
      diagonal (fun i => ((t * hH.eigenvalues i : ℝ) : ℂ)) * (energyBasis hH)⁻¹ := by
    rw [hinv, hd, Matrix.mul_smul, Matrix.smul_mul]
    exact congrArg (fun X => (t : ℂ) • X) h3
  rw [hs, Matrix.exp_conj _ _ hu, Matrix.exp_diagonal, hinv, he]
```

Insert this twice and move $U$ around the trace:
$$C(\tau)=\sum_{i,j}e^{-(\beta-\tau)E_i}M_{ij}e^{-\tau E_j}M_{ji}.$$
Since $A$ is Hermitian, so is $M$. Hence $M_{ji}=\overline{M_{ij}}$, and
$$C(\tau)=\sum_{i,j}e^{-(\beta-\tau)E_i}e^{-\tau E_j}|M_{ij}|^2.$$
Every term is real and nonnegative. In the proof, `key` is the cyclic step and `hm` is $M_{ij}M_{ji}=|M_{ij}|^2$.

```lean
/-- Lehmann representation: `C(τ)` is the sum of `exp(-(β-τ)E_i) exp(-τE_j) |A_ij|²`
over pairs of energy eigenstates. -/
theorem lehmann (hH : H.IsHermitian) (hA : A.IsHermitian) (β τ : ℝ) :
    corr H A β τ = ((∑ i, ∑ j, Real.exp (-(β - τ) * hH.eigenvalues i) *
      Real.exp (-τ * hH.eigenvalues j) * Complex.normSq (elements hH A i j) : ℝ) : ℂ) := by
  have hM : (elements hH A).IsHermitian := by
    unfold Matrix.IsHermitian elements
    simp only [Matrix.conjTranspose_mul, Matrix.conjTranspose_conjTranspose, hA.eq,
      Matrix.mul_assoc]
  -- cyclicity of the trace moves everything to the energy basis
  have key : ∀ U P Q : Matrix n n ℂ, trace (U * P * Uᴴ * A * (U * Q * Uᴴ) * A) =
      trace (P * (Uᴴ * A * U) * Q * (Uᴴ * A * U)) := fun U P Q => by
    calc _ = trace (U * (P * (Uᴴ * A * U) * Q * (Uᴴ * A))) := by
          simp only [Matrix.mul_assoc]
      _ = trace ((P * (Uᴴ * A * U) * Q * (Uᴴ * A)) * U) := Matrix.trace_mul_comm _ _
      _ = _ := by simp only [Matrix.mul_assoc]
  unfold corr
  rw [exp_spectral hH, exp_spectral hH, key]
  change trace (_ * elements hH A * _ * elements hH A) = _
  rw [Matrix.trace, Complex.ofReal_sum]
  refine Finset.sum_congr rfl fun i _ => ?_
  rw [Matrix.diag_apply, Matrix.mul_apply, Complex.ofReal_sum]
  refine Finset.sum_congr rfl fun j _ => ?_
  rw [Matrix.mul_diagonal, Matrix.diagonal_mul, Complex.ofReal_mul, Complex.ofReal_mul]
  have hm : elements hH A i j * elements hH A j i =
      (Complex.normSq (elements hH A i j) : ℂ) := by
    rw [← hM.apply j i]
    exact Complex.mul_conj _
  linear_combination ((Real.exp (-(β - τ) * hH.eigenvalues i) : ℝ) : ℂ) *
    ((Real.exp (-τ * hH.eigenvalues j) : ℝ) : ℂ) * hm
```

**Q:** Where does the reflection symmetry come from?

**A:** From cyclicity alone: $\mathrm{Tr}(XAYA)=\mathrm{Tr}(YAXA)$. Take $X=e^{-\tau H}$ and $Y=e^{-(\beta-\tau)H}$. No Hermiticity is needed.

```lean
/-- Reflection symmetry `C(β-τ) = C(τ)`, valid for arbitrary square matrices. -/
theorem corr_symm (H A : Matrix n n ℂ) (β τ : ℝ) : corr H A β (β - τ) = corr H A β τ := by
  have key : ∀ X Y : Matrix n n ℂ, trace (X * A * Y * A) = trace (Y * A * X * A) :=
    fun X Y => by
      rw [Matrix.mul_assoc (X * A) Y A, Matrix.trace_mul_comm (X * A) (Y * A),
        ← Matrix.mul_assoc (Y * A) X A]
  unfold corr
  rw [sub_sub_cancel]
  exact key _ _
```

**Q:** And convexity?

**A:** This does use that $H$ and $A$ are Hermitian, through the last sum for $C(\tau)$. The exponent in each term is $-\beta E_i+\tau(E_i-E_j)$, which is affine in $\tau$. The exponential of an affine function is convex, and nonnegative weights preserve that. Lean applies `convexOn_exp` term by term; `harg` is the affine identity.

```lean
/-- The correlation function is convex in imaginary time. -/
theorem corr_convex (hH : H.IsHermitian) (hA : A.IsHermitian) (β : ℝ) :
    ConvexOn ℝ Set.univ (fun τ => (corr H A β τ).re) := by
  refine ⟨convex_univ, fun x _ y _ a b ha hb hab => ?_⟩
  simp only [lehmann hH hA, Complex.ofReal_re, smul_eq_mul, Finset.mul_sum,
    ← Finset.sum_add_distrib, ← Real.exp_add]
  refine Finset.sum_le_sum fun i _ => Finset.sum_le_sum fun j _ => ?_
  -- each term is the exponential of an affine function of imaginary time
  have h := convexOn_exp.2 (Set.mem_univ (-(β - x) * hH.eigenvalues i + -x * hH.eigenvalues j))
    (Set.mem_univ (-(β - y) * hH.eigenvalues i + -y * hH.eigenvalues j)) ha hb hab
  simp only [smul_eq_mul] at h
  have harg : -(β - (a * x + b * y)) * hH.eigenvalues i + -(a * x + b * y) * hH.eigenvalues j =
      a * (-(β - x) * hH.eigenvalues i + -x * hH.eigenvalues j) +
      b * (-(β - y) * hH.eigenvalues i + -y * hH.eigenvalues j) := by
    linear_combination (β * hH.eigenvalues i) * hab
  rw [harg]
  refine (mul_le_mul_of_nonneg_right h (Complex.normSq_nonneg _)).trans (le_of_eq ?_)
  ring
```

**Q:** Convexity doesn't say where the minimum is.

**A:** Symmetry does. The midpoint is the average of $\tau$ and $\beta-\tau$, so
$$C(\beta/2)\le\tfrac12C(\tau)+\tfrac12C(\beta-\tau)=C(\tau).$$
On $[0,\beta]$ a convex function is bounded by the larger of its end values, and here $C(0)=C(\beta)$. These steps are `hmin` and `hmax`. The theorem compares real parts, having first shown that the imaginary part is zero.

```lean
/-- For Hermitian `H` and `A`, `C(τ)` is real, nonnegative, symmetric about `β/2` and convex;
on `[0, β]` it is smallest at `β/2` and largest at both ends. -/
theorem corr_shape (hH : H.IsHermitian) (hA : A.IsHermitian) (β : ℝ) :
    (∀ τ, (corr H A β τ).im = 0 ∧ 0 ≤ (corr H A β τ).re) ∧
    (∀ τ, corr H A β (β - τ) = corr H A β τ) ∧
    ConvexOn ℝ Set.univ (fun τ => (corr H A β τ).re) ∧
    (∀ τ ∈ Set.Icc 0 β, (corr H A β (β / 2)).re ≤ (corr H A β τ).re ∧
      (corr H A β τ).re ≤ (corr H A β 0).re ∧ (corr H A β τ).re ≤ (corr H A β β).re) := by
  have hc := corr_convex hH hA β
  refine ⟨fun τ => ?_, corr_symm H A β, hc, fun τ hτ => ?_⟩
  · rw [lehmann hH hA, Complex.ofReal_im, Complex.ofReal_re]
    exact ⟨rfl, Finset.sum_nonneg fun i _ => Finset.sum_nonneg fun j _ =>
      mul_nonneg (by positivity) (Complex.normSq_nonneg _)⟩
  · have h0 : corr H A β β = corr H A β 0 := by simpa using corr_symm H A β 0
    have hmax := hc.le_max_of_mem_Icc (Set.mem_univ 0) (Set.mem_univ β) hτ
    simp only [h0, max_self] at hmax
    -- the midpoint is the average of τ and its mirror image
    have hmin := hc.2 (Set.mem_univ τ) (Set.mem_univ (β - τ))
      (by norm_num : (0 : ℝ) ≤ 1 / 2) (by norm_num : (0 : ℝ) ≤ 1 / 2) (by norm_num)
    simp only [smul_eq_mul, corr_symm] at hmin
    rw [show 1 / 2 * τ + 1 / 2 * (β - τ) = β / 2 by ring] at hmin
    rw [h0]
    exact ⟨by linarith, hmax, hmax⟩
```

**Q:** Could the curve simply be flat?

**A:** Yes, if $A$ is conserved. In the energy basis, $HA=AH$ reads $(E_i-E_j)M_{ij}=0$ for all $i,j$, so $A$ has no elements between different energies. In Lean, `aux` changes the basis and the rest compares entries.

```lean
/-- `A` commutes with `H` exactly when it has no matrix elements between different energies. -/
theorem commute_iff (hH : H.IsHermitian) (A : Matrix n n ℂ) : H * A = A * H ↔
    ∀ i j, hH.eigenvalues i ≠ hH.eigenvalues j → elements hH A i j = 0 := by
  have aux : ∀ U D K : Matrix n n ℂ, Uᴴ * U = 1 → U * Uᴴ = 1 → K = U * D * Uᴴ →
      (K * A = A * K ↔ D * (Uᴴ * A * U) = Uᴴ * A * U * D) := by
    intro U D K h1 h2 hK
    have hl : Uᴴ * K = D * Uᴴ := by
      rw [hK, ← Matrix.mul_assoc, ← Matrix.mul_assoc, h1, Matrix.one_mul]
    have hr : K * U = U * D := by rw [hK, Matrix.mul_assoc, h1, Matrix.mul_one]
    have e1 : D * (Uᴴ * A * U) = Uᴴ * (K * A) * U := by
      calc _ = (D * Uᴴ) * A * U := by simp only [Matrix.mul_assoc]
        _ = _ := by rw [← hl]; simp only [Matrix.mul_assoc]
    have e2 : Uᴴ * A * U * D = Uᴴ * (A * K) * U := by
      calc _ = Uᴴ * A * (U * D) := by simp only [Matrix.mul_assoc]
        _ = _ := by rw [← hr]; simp only [Matrix.mul_assoc]
    have back : ∀ X : Matrix n n ℂ, U * (Uᴴ * X * U) * Uᴴ = X := fun X => by
      calc _ = (U * Uᴴ) * X * (U * Uᴴ) := by simp only [Matrix.mul_assoc]
        _ = X := by rw [h2, Matrix.one_mul, Matrix.mul_one]
    rw [e1, e2]
    exact ⟨fun h => by rw [h], fun h => by rw [← back (K * A), h, back]⟩
  obtain ⟨h1, h2, h3⟩ := energyBasis_spec hH
  rw [aux _ _ _ h1 h2 h3]
  change _ * elements hH A = elements hH A * _ ↔ _
  constructor
  · intro h i j hne
    have hij := congrFun (congrFun h i) j
    rw [Matrix.diagonal_mul, Matrix.mul_diagonal] at hij
    have hz : ((hH.eigenvalues i : ℂ) - hH.eigenvalues j) * elements hH A i j = 0 := by
      linear_combination hij
    exact (mul_eq_zero.mp hz).resolve_left
      (sub_ne_zero.mpr fun h => hne (Complex.ofReal_injective h))
  · intro h
    ext i j
    rw [Matrix.diagonal_mul, Matrix.mul_diagonal]
    by_cases he : hH.eigenvalues i = hH.eigenvalues j
    · rw [he, mul_comm]
    · rw [h i j he, mul_zero, zero_mul]
```

To measure the drop for Hermitian $H$ and $A$, add the two ends and subtract twice the midpoint. Each term of the sum then becomes a square:
$$C(0)+C(\beta)-2C(\beta/2)=\sum_{i,j}\left(e^{-\beta E_i/2}-e^{-\beta E_j/2}\right)^2|M_{ij}|^2.$$
Since $C(\beta)=C(0)$, the drop $C(0)-C(\beta/2)$ is half of this.

```lean
/-- The drop of `C` from the end to the midpoint is half the sum of
`(exp(-βE_i/2) - exp(-βE_j/2))² |A_ij|²`. -/
theorem corr_gap (hH : H.IsHermitian) (hA : A.IsHermitian) (β : ℝ) :
    (corr H A β 0).re - (corr H A β (β / 2)).re = 1 / 2 * ∑ i, ∑ j,
      (Real.exp (-(β / 2) * hH.eigenvalues i) - Real.exp (-(β / 2) * hH.eigenvalues j)) ^ 2 *
        Complex.normSq (elements hH A i j) := by
  have h0 : corr H A β β = corr H A β 0 := by simpa using corr_symm H A β 0
  have hsq : ∀ x : ℝ, Real.exp (-β * x) = Real.exp (-(β / 2) * x) ^ 2 := fun x => by
    rw [sq, ← Real.exp_add]
    congr 1
    ring
  have hsum : (corr H A β 0).re + (corr H A β β).re - 2 * (corr H A β (β / 2)).re =
      ∑ i, ∑ j, (Real.exp (-(β / 2) * hH.eigenvalues i) -
        Real.exp (-(β / 2) * hH.eigenvalues j)) ^ 2 *
        Complex.normSq (elements hH A i j) := by
    simp only [lehmann hH hA, Complex.ofReal_re, Finset.mul_sum, ← Finset.sum_add_distrib,
      ← Finset.sum_sub_distrib]
    refine Finset.sum_congr rfl fun i _ => Finset.sum_congr rfl fun j _ => ?_
    rw [sub_zero, sub_self, neg_zero, zero_mul, zero_mul, Real.exp_zero, hsq, hsq,
      show β - β / 2 = β / 2 by ring]
    ring
  rw [h0] at hsum
  rw [← hsum]
  ring
```

If the drop is zero, each nonnegative term is zero. For $\beta\ne0$ the bracket vanishes only when $E_i=E_j$, so $M_{ij}=0$ between different energies and $A$ commutes with $H$. Conversely, if $A$ commutes with $H$, every term vanishes. For $\beta>0$ the curve is then flat on $[0,\beta]$, because its smallest and largest values there coincide. At $\beta=0$ the midpoint and the end are the same point, hence the hypothesis `hβ`.

```lean
/-- At nonzero `β` the midpoint and end values of `C` coincide exactly when `A` commutes
with `H`. -/
theorem midpoint_eq_end_iff (hH : H.IsHermitian) (hA : A.IsHermitian) {β : ℝ} (hβ : β ≠ 0) :
    (corr H A β (β / 2)).re = (corr H A β 0).re ↔ H * A = A * H := by
  rw [commute_iff hH A]
  have g := corr_gap hH hA β
  have hn : ∀ i j, 0 ≤ (Real.exp (-(β / 2) * hH.eigenvalues i) -
      Real.exp (-(β / 2) * hH.eigenvalues j)) ^ 2 * Complex.normSq (elements hH A i j) :=
    fun i j => mul_nonneg (sq_nonneg _) (Complex.normSq_nonneg _)
  constructor
  · intro h i j hne
    rw [h, sub_self] at g
    -- a vanishing sum of nonnegative terms vanishes term by term
    have h1 := (Finset.sum_eq_zero_iff_of_nonneg
      (fun i _ => Finset.sum_nonneg fun j _ => hn i j)).mp
      ((mul_eq_zero.mp g.symm).resolve_left (by norm_num)) i (Finset.mem_univ i)
    have h2 := (Finset.sum_eq_zero_iff_of_nonneg (fun j _ => hn i j)).mp h1 j
      (Finset.mem_univ j)
    rcases mul_eq_zero.mp h2 with h3 | h3
    · have h4 := Real.exp_injective (sub_eq_zero.mp (pow_eq_zero_iff two_ne_zero |>.mp h3))
      exact absurd (mul_left_cancel₀ (neg_ne_zero.mpr (div_ne_zero hβ two_ne_zero)) h4) hne
    · exact Complex.normSq_eq_zero.mp h3
  · intro h
    rw [Finset.sum_eq_zero fun i _ => Finset.sum_eq_zero fun j _ => ?_] at g
    · linarith
    · by_cases he : hH.eigenvalues i = hH.eigenvalues j
      · rw [he, sub_self]; simp
      · rw [h i j he]; simp

end

end ImaginaryTimeCorrelation
```

```lean
#print axioms ImaginaryTimeCorrelation.corr_convex
-- 'ImaginaryTimeCorrelation.corr_convex' depends on axioms: [propext, Classical.choice, Quot.sound]
#print axioms ImaginaryTimeCorrelation.corr_shape
-- 'ImaginaryTimeCorrelation.corr_shape' depends on axioms: [propext, Classical.choice, Quot.sound]
#print axioms ImaginaryTimeCorrelation.midpoint_eq_end_iff
-- 'ImaginaryTimeCorrelation.midpoint_eq_end_iff' depends on axioms: [propext, Classical.choice, Quot.sound]
```

**Q:** What if $A$ isn't Hermitian?

**A:** Take $H=\mathrm{diag}(0,1)$ and $A=i\sigma_x$. Then $C(\tau)=-(e^{-\tau}+e^{-(\beta-\tau)})$, which is negative and, for $\beta>0$, largest at $\beta/2$.

By the same calculation, which isn't formalised here, replacing the first $A$ by $A^\dagger$ restores reality, nonnegativity and convexity for any $A$, but in general not the symmetry.

**Q:** So what remains uncovered?

**A:** Infinite-dimensional systems, such as a particle in continuous space with its unbounded position operator, and the finite-bead approximation of a ring polymer.
